# In correlation-consistent basis sets, an inverse-cube error in the cardinal number is asymptotically an inverse error in the number of functions

An error that falls as $X^{-3}$ in the cardinal number $X$ of a basis set looks as if it converges fast: doubling $X$ divides it by eight. Judged by that alone, a large calculation promises more than it delivers, because the number of functions $N(X)$ also grows, in the end by the same factor of eight. For sets with the regular shell pattern defined below, the $X^{-3}$ law is a $1/N$ law at large $X$, with one third of the prefactor.

```lean
import Mathlib

open Filter Topology Finset

namespace CorrelationConsistentSize

noncomputable section
```

## Counting the functions

The set of cardinal number $X$ has $X+1-l$ shells of each angular momentum $l=0,\dots,X$, and each shell has $2l+1$ functions:

$$N(X)=\sum_{l=0}^{X}(X+1-l)(2l+1).$$

```lean
/-- Number of functions in a correlation-consistent set of cardinal number `X`:
`X + 1 - l` shells of each angular momentum `l = 0, ..., X`, each of `2 l + 1` functions. -/
def basisSize (X : ℕ) : ℕ := ∑ l ∈ range (X + 1), (X + 1 - l) * (2 * l + 1)
```

`basisSize X` is $N(X)$ as a natural number, and `range (X + 1)` runs over $l=0,\dots,X$, so the subtraction never truncates. The factor `2 * l + 1` means spherical, not Cartesian, functions. The pattern is that of the standard cc-pVXZ sets for one atom from boron to neon: $3s2p1d$ for $X=2$, $4s3p2d1f$ for $X=3$. Hydrogen, heavier atoms and augmented sets have other counts.

The errors to be compared with this size are modelled by an energy with limit $E$ and real amplitude $A$,

$$E_X=E+\frac{A}{X^3},\qquad X\ge 1.$$

```lean
/-- Model energy `E + A / X ^ 3` in the set of cardinal number `X`, for `X ≥ 1`. -/
def modelEnergy (E A : ℝ) (X : ℕ) : ℝ := E + A / (X : ℝ) ^ 3
```

The inverse cube is postulated. It stands for the slow convergence of the correlation energy in angular momentum, caused by the cusp of the wavefunction where two electrons meet. Lean also assigns a value at $X=0$, which no limit below depends on.

One shell of each $l<n$ gives $n^2$ functions, since $n^2+(2n+1)=(n+1)^2$:

$$\sum_{l=0}^{n-1}(2l+1)=n^2.$$

```lean
/-- One shell of each angular momentum `l < n` amounts to `n ^ 2` functions. -/
theorem sum_degeneracy (n : ℕ) : ∑ l ∈ range n, (2 * l + 1) = n ^ 2 := by
  induction n with
  | zero => simp
  | succ n ih =>
    rw [sum_range_succ, ih]
    ring
```

The induction splits off the last term with `sum_range_succ`, and `ring` completes the square.

Raising $X$ by one adds a shell to every angular momentum already present and introduces $l=X+1$ with a single shell of $2X+3$ functions. Hence

$$N(X+1)=N(X)+(X+1)^2+(2X+3)=N(X)+(X+2)^2.$$

```lean
/-- Raising the cardinal number from `X` to `X + 1` adds `(X + 2) ^ 2` functions. -/
theorem basisSize_succ (X : ℕ) : basisSize (X + 1) = basisSize X + (X + 2) ^ 2 := by
  -- every angular momentum already present gains one shell
  have h : ∑ l ∈ range (X + 1), (X + 1 + 1 - l) * (2 * l + 1)
      = ∑ l ∈ range (X + 1), ((X + 1 - l) * (2 * l + 1) + (2 * l + 1)) := by
    apply sum_congr rfl
    intro l hl
    have hl' : l < X + 1 := mem_range.mp hl
    have e : X + 1 + 1 - l = (X + 1 - l) + 1 := by omega
    rw [e]
    ring
  -- the new angular momentum `X + 1` enters with a single shell
  have e1 : X + 1 + 1 - (X + 1) = 1 := by omega
  unfold basisSize
  rw [sum_range_succ, h, sum_add_distrib, sum_degeneracy, e1]
  ring
```

Here `h` rewrites each shell number as the old one plus one, `sum_add_distrib` separates the old set from the added shells, and `sum_degeneracy` counts the latter.

The closed form is

$$N(X)=\frac{(X+1)(X+\tfrac32)(X+2)}{3}.$$

It gives $N(0)=1$, as it should. If it holds at $X$, then

$$N(X+1)=\frac{X+2}{3}\left[(X+1)(X+\tfrac32)+3(X+2)\right]=\frac{(X+2)(X+\tfrac52)(X+3)}{3},$$

which is the same formula at $X+1$.

```lean
/-- The set of cardinal number `X` has `(X + 1) (X + 3/2) (X + 2) / 3` functions. -/
theorem basisSize_closed (X : ℕ) :
    (basisSize X : ℝ) = ((X : ℝ) + 1) * ((X : ℝ) + 3 / 2) * ((X : ℝ) + 2) / 3 := by
  induction X with
  | zero => norm_num [basisSize]
  | succ X ih =>
    rw [basisSize_succ]
    push_cast
    rw [ih]
    ring
```

The statement is about real numbers because of the factor $X+\tfrac32$; `push_cast` carries the recursion from the natural numbers to the reals.

In a program's output, the formula can be compared with the number of basis functions printed for a neon atom: 14, 30, 55 and 91 for $X=2,3,4,5$. A count of 15 at $X=2$ shows that Cartesian $d$ functions are in use.

## How the size approaches a cube

Multiplying out, and separately collecting powers of $X+\tfrac32$, gives

$$3N(X)=X^3+\tfrac92X^2+\tfrac{13}{2}X+3=(X+\tfrac32)^3-\tfrac14(X+\tfrac32).$$

The first form is larger than $X^3$ and the second is smaller than $(X+\tfrac32)^3$, for every $X\ge0$.

```lean
/-- At every cardinal number, three times the number of functions lies strictly between
`X ^ 3` and `(X + 3/2) ^ 3`. -/
theorem basisSize_bounds (X : ℕ) :
    (X : ℝ) ^ 3 < 3 * (basisSize X : ℝ) ∧
      3 * (basisSize X : ℝ) < ((X : ℝ) + 3 / 2) ^ 3 := by
  have hx : (0 : ℝ) ≤ X := Nat.cast_nonneg X
  rw [basisSize_closed]
  constructor <;> nlinarith [sq_nonneg (X : ℝ)]
```

After the closed form is inserted, `nlinarith` proves both polynomial inequalities from $X\ge0$ and $X^2\ge0$.

For $X\ge1$, each factor of the closed form takes one power of $X$:

$$\frac{N(X)}{X^3}=\frac13\left(1+\frac1X\right)\left(1+\frac{3}{2X}\right)\left(1+\frac2X\right)\longrightarrow\frac13.$$

```lean
/-- The number of functions divided by `X ^ 3` tends to `1/3` for large cardinal number. -/
theorem basisSize_div_cube_tendsto :
    Tendsto (fun X : ℕ => (basisSize X : ℝ) / (X : ℝ) ^ 3) atTop (𝓝 (1 / 3)) := by
  have h (c : ℝ) : Tendsto (fun X : ℕ => 1 + c / (X : ℝ)) atTop (𝓝 1) := by
    have h0 := (tendsto_const_div_atTop_nhds_zero_nat c).const_add 1
    rwa [add_zero] at h0
  have key := (((h 1).mul (h (3 / 2))).mul (h 2)).div_const 3
  simp only [mul_one] at key
  refine key.congr' ?_
  filter_upwards [eventually_ge_atTop 1] with X hX
  have hX0 : (X : ℝ) ≠ 0 := Nat.cast_ne_zero.mpr (by omega)
  -- each factor of the closed form takes one power of `X`
  have e (c : ℝ) : 1 + c / (X : ℝ) = ((X : ℝ) + c) / X := by
    rw [add_div, div_self hX0]
  rw [basisSize_closed]
  simp only [e]
  ring
```

`Tendsto ... atTop (𝓝 (1 / 3))` is convergence to $\tfrac13$ as $X\to\infty$. The local result `h` treats a factor $1+c/X$ for any $c$, and `key` multiplies three of them. The approach is slow: at $X=4$ the ratio is $55/64\approx0.86$.

## From cardinal number to number of functions

Let $\mathrm{err}(X)$ be any real sequence of errors. For $X\ge1$,

$$N\,\mathrm{err}=\frac{N}{X^3}\,\bigl(X^3\,\mathrm{err}\bigr),\qquad X^3\,\mathrm{err}=\frac{N\,\mathrm{err}}{N/X^3}.$$

If $X^3\,\mathrm{err}\to A$, the first identity gives $N\,\mathrm{err}\to A/3$. If $N\,\mathrm{err}\to A/3$, the second gives $X^3\,\mathrm{err}\to(A/3)/(1/3)=A$.

```lean
/-- A basis-set error behaves as `A / X ^ 3` in the cardinal number, in the sense that
`X ^ 3` times the error tends to `A`, if and only if it behaves as `(A / 3) / N` in the
number `N` of functions. -/
theorem inverse_cube_iff_inverse_size (err : ℕ → ℝ) (A : ℝ) :
    Tendsto (fun X : ℕ => (X : ℝ) ^ 3 * err X) atTop (𝓝 A) ↔
      Tendsto (fun X : ℕ => (basisSize X : ℝ) * err X) atTop (𝓝 (A / 3)) := by
  constructor
  · intro h
    have k := basisSize_div_cube_tendsto.mul h
    rw [show (1 / 3 : ℝ) * A = A / 3 by ring] at k
    refine k.congr' ?_
    filter_upwards [eventually_ge_atTop 1] with X hX
    have hX0 : (X : ℝ) ≠ 0 := Nat.cast_ne_zero.mpr (by omega)
    rw [← mul_assoc, div_mul_cancel₀ _ (pow_ne_zero 3 hX0)]
  · intro h
    have k := h.div basisSize_div_cube_tendsto (by norm_num)
    rw [show A / 3 / (1 / 3 : ℝ) = A by ring] at k
    refine k.congr (fun X => ?_)
    show (basisSize X : ℝ) * err X / ((basisSize X : ℝ) / (X : ℝ) ^ 3) = (X : ℝ) ^ 3 * err X
    have hN : (basisSize X : ℝ) ≠ 0 := by
      rw [basisSize_closed]
      positivity
    rw [div_div_eq_mul_div, div_eq_iff hN]
    ring
```

The two bullets of the proof are these two directions: `mul` multiplies by the limit of $N/X^3$, and `div` divides by it, which is allowed because $\tfrac13\neq0$. For $A=0$ the two sides say that the error is negligible beside $X^{-3}$ and beside $1/N$, respectively.

For the model energy, $X^3(E_X-E)=A$ at every $X\ge1$, so

$$N(X)\,(E_X-E)\longrightarrow\frac A3.$$

```lean
/-- For the model energy `E + A / X ^ 3`, the number of functions times the signed deviation from
the limit `E` tends to `A / 3`. -/
theorem modelEnergy_error_tendsto (E A : ℝ) :
    Tendsto (fun X : ℕ => (basisSize X : ℝ) * (modelEnergy E A X - E)) atTop
      (𝓝 (A / 3)) := by
  refine (inverse_cube_iff_inverse_size (fun X => modelEnergy E A X - E) A).1 ?_
  refine (tendsto_const_nhds (x := A)).congr' ?_
  filter_upwards [eventually_ge_atTop 1] with X hX
  have hX0 : (X : ℝ) ≠ 0 := Nat.cast_ne_zero.mpr (by omega)
  unfold modelEnergy
  rw [add_sub_cancel_left, mul_comm, div_mul_cancel₀ _ (pow_ne_zero 3 hX0)]
```

The proof applies the forward direction, `.1`, to the error $E_X-E$, whose product with $X^3$ is constant from $X=1$ on.

In a two-point extrapolation of the correlation energy based on this model, $A$ is eliminated between two energies. With $X=3$ and $4$ the model gives

$$E=\frac{4^3E_4-3^3E_3}{4^3-3^3}=E_4+\frac{27}{37}(E_4-E_3).$$

Putting $N$ in place of $X^3$ changes the coefficient from $27/37\approx0.73$ to $30/25=1.2$. The two laws agree in the limit, but not at the sizes that are usually run, so a formula meant for one variable should not be used with the other.

## What accuracy costs

Suppose that a calculation with $N$ functions costs $cN^p$, with real $c$ and a natural number $p$. If $X^3\,\mathrm{err}\to A$, then

$$cN^p\,\mathrm{err}^p=c\,(N\,\mathrm{err})^p\longrightarrow c\left(\frac A3\right)^p.$$

```lean
/-- If `X ^ 3` times the error tends to `A` and a calculation with `N` functions costs
`c N ^ p`, then the cost times the `p`-th power of the error tends to `c (A / 3) ^ p`. -/
theorem cost_mul_error_pow_tendsto (err : ℕ → ℝ) (A c : ℝ) (p : ℕ)
    (h : Tendsto (fun X : ℕ => (X : ℝ) ^ 3 * err X) atTop (𝓝 A)) :
    Tendsto (fun X : ℕ => (c * (basisSize X : ℝ) ^ p) * err X ^ p) atTop
      (𝓝 (c * (A / 3) ^ p)) := by
  have k := (((inverse_cube_iff_inverse_size err A).1 h).pow p).const_mul c
  refine k.congr (fun X => ?_)
  show c * ((basisSize X : ℝ) * err X) ^ p = (c * (basisSize X : ℝ) ^ p) * err X ^ p
  rw [mul_pow, mul_assoc]

end

end CorrelationConsistentSize
```

The proof raises the previous limit to the power $p$, multiplies by $c$ and regroups with `mul_pow`. For a given atom, conventional CCSD(T) has $p=4$ in large basis sets; under the assumed error law with $A\neq0$, an error ten times smaller then costs about $10^4$ times as much.

```lean
#print axioms CorrelationConsistentSize.basisSize_bounds
-- 'CorrelationConsistentSize.basisSize_bounds' depends on axioms: [propext, Classical.choice, Quot.sound]
#print axioms CorrelationConsistentSize.inverse_cube_iff_inverse_size
-- 'CorrelationConsistentSize.inverse_cube_iff_inverse_size' depends on axioms: [propext, Classical.choice, Quot.sound]
#print axioms CorrelationConsistentSize.modelEnergy_error_tendsto
-- 'CorrelationConsistentSize.modelEnergy_error_tendsto' depends on axioms: [propext, Classical.choice, Quot.sound]
#print axioms CorrelationConsistentSize.cost_mul_error_pow_tendsto
-- 'CorrelationConsistentSize.cost_mul_error_pow_tendsto' depends on axioms: [propext, Classical.choice, Quot.sound]
```
